# Chiral pairs ±e ≠ 0 acquire a positive energy sum when the overlap matrix is 1 − sH with s > 0

Positivity of the overlap matrix O is taken here as a condition on its quadratic form alone: Re⟨x, Ox⟩ > 0 for every nonzero complex vector x. This condition does not force O to be Hermitian, so Hermiticity of the Hamiltonian matrix H is a separate assumption, and one can see where it is used. For Hermitian H and real s the matrix O = 1 − sH is Hermitian, and the condition is ordinary positive definiteness.

## Energies in a basis with overlap

Let H be a Hermitian matrix on a finite set of orbitals, with coefficient vectors c. In a non-orthogonal basis the stationary states solve

Hc = E O c, with O = 1 − sH.

The constant s is an inverse energy. It stands for the assumption that two orbitals overlap in proportion to the hopping between them. With s > 0, a negative hopping goes with a positive overlap. The diagonal elements of O are 1 − sHᵢᵢ, so for s ≠ 0 the orbitals are normalised exactly when their on-site energies are zero.

The claim has two parts, and both assume that O is positive in the sense above. For c ≠ 0 and complex E, the equation holds exactly when Hc = ec for some real e with 1 − se > 0 and E = e/(1 − se). If moreover s > 0 and an involution S anticommutes with H, the levels that come from e and −e, with e ≠ 0, have a positive sum.

**Eigenvalues of H.** If Hc = zc with c ≠ 0, Hermiticity gives ⟨Hc, c⟩ = ⟨c, Hc⟩, hence z̄⟨c, c⟩ = z⟨c, c⟩. Since ⟨c, c⟩ > 0, z is a real number e. On this vector Oc = (1 − se)c, so

0 < Re⟨c, Oc⟩ = (1 − se)⟨c, c⟩,

and therefore 1 − se > 0.

**From H to the problem with overlap.** With E = e/(1 − se), we get E O c = E(1 − se)c = ec = Hc.

**And back.** Suppose Hc = E O c = Ec − sE Hc. Collecting the terms in Hc gives

(1 + sE) Hc = Ec.

If 1 + sE were zero, then Ec = 0 and so E = 0, which makes 1 + sE equal to 1, a contradiction. Hence Hc = zc with z = E/(1 + sE). By the first step z is a real e with 1 − se > 0. Then e(1 + sE) = E, which rearranges to E = e/(1 − se).

**Zero modes.** If Hc = 0, then Oc = c, and the equation reads 0 = Ec. The only energy is E = 0.

**Nonzero levels.** For s > 0 and e ≠ 0,

e/(1 − se) − e = se²/(1 − se) > 0,

so every such level moves up.

**Chiral pairs.** Let S² = 1 and SH = −HS. Then H(Sc) = −S(Hc) = −e Sc, and Sc ≠ 0 because S(Sc) = c. Positivity applied to Sc gives 1 + se > 0. The two energies add up to

e/(1 − se) − e/(1 + se) = 2se²/((1 − se)(1 + se)) > 0.

A simple example has two orbitals with zero on-site energy and real hopping t ≠ 0. Here e = ±|t|, and O is positive when |st| < 1. For s > 0 the upper level |t|/(1 − s|t|) lies further from zero than the lower level −|t|/(1 + s|t|): the antibonding state is raised by more than the bonding state is lowered. As s → 0 the sum vanishes and the symmetric pair returns.

In a finite, non-interacting tight-binding model with chiral symmetry and at least one nonzero level, this overlap with s > 0 therefore removes the mirror symmetry of the spectrum about zero: the sum of all energies is positive. Zero modes keep their energy.

## The formal development

The type `n` labels the orbitals, and a state is a function `n → ℂ`, not assumed normalised.

In Lean 4 with Mathlib:

```lean
import Mathlib

open Matrix

namespace ChiralOverlap

noncomputable section

variable {n : Type*} [Fintype n] [DecidableEq n]
```

The overlap matrix is defined from `H` and a real `s`. Its proportionality to the hopping is built into the definition, so overlaps that follow a different pattern need a different analysis.

```lean
/-- The overlap matrix `O = 1 - s H` of a basis in which different orbitals overlap in proportion to
the matrix elements of `H` between them. -/
def overlap (s : ℝ) (H : Matrix n n ℂ) : Matrix n n ℂ := 1 - (s : ℂ) • H
```

The next definition is the positivity condition from the opening paragraph. The expression `star x ⬝ᵥ (O *ᵥ x)` is ⟨x, Ox⟩, conjugate-linear in the first argument.

```lean
/-- The quadratic form of `O` has positive real part on every nonzero vector. -/
def PositiveForm (O : Matrix n n ℂ) : Prop :=
  ∀ x : n → ℂ, x ≠ 0 → 0 < (star x ⬝ᵥ (O *ᵥ x)).re
```

The action of O on a vector is written out once, for use in the later proofs.

```lean
/-- The overlap matrix takes `c` to `c - s H c`. -/
theorem overlap_mulVec (s : ℝ) (H : Matrix n n ℂ) (c : n → ℂ) :
    overlap s H *ᵥ c = c - (s : ℂ) • (H *ᵥ c) := by
  rw [overlap, Matrix.sub_mulVec, Matrix.one_mulVec, Matrix.smul_mulVec]
```

The squared Euclidean norm of the coefficient vector appears in two forms: as a positive real sum of the weights |cᵢ|², and as the complex number `star c ⬝ᵥ c`. In the basis with overlap it is a tool of the proof, since the squared norm of the state itself is ⟨c, Oc⟩. A nonzero vector has some nonzero component, which makes the sum positive.

```lean
omit [DecidableEq n] in
/-- The squared norm of a nonzero vector is a positive real number, the sum of the
site weights. -/
theorem weight_pos {c : n → ℂ} (hc : c ≠ 0) :
    0 < ∑ i, Complex.normSq (c i) ∧
      star c ⬝ᵥ c = ((∑ i, Complex.normSq (c i) : ℝ) : ℂ) := by
  constructor
  · obtain ⟨i, hi⟩ := Function.ne_iff.mp hc
    exact Finset.sum_pos' (fun j _ => Complex.normSq_nonneg _)
      ⟨i, Finset.mem_univ i, Complex.normSq_pos.mpr hi⟩
  · simp only [dotProduct, Pi.star_apply, Complex.ofReal_sum]
    refine Finset.sum_congr rfl fun i _ => ?_
    rw [Complex.normSq_eq_conj_mul_self]
    rfl
```

Reality of the eigenvalues follows the argument by hand. The equation `h1` is ⟨Hc, c⟩ = ⟨c, Hc⟩. After the eigenvalue equation is inserted, the common factor ⟨c, c⟩ is cancelled, which leaves z̄ = z.

```lean
omit [DecidableEq n] in
/-- An eigenvalue of a Hermitian matrix is real. -/
theorem eigenvalue_real {H : Matrix n n ℂ} (hH : H.IsHermitian) {c : n → ℂ} (hc : c ≠ 0)
    {z : ℂ} (h : H *ᵥ c = z • c) : (z.re : ℂ) = z := by
  obtain ⟨hN, hNc⟩ := weight_pos hc
  have h1 : star (H *ᵥ c) ⬝ᵥ c = star c ⬝ᵥ (H *ᵥ c) := by
    rw [Matrix.star_mulVec, hH.eq, Matrix.dotProduct_mulVec]
  rw [h, star_smul, smul_dotProduct, dotProduct_smul, smul_eq_mul, smul_eq_mul] at h1
  have hne : star c ⬝ᵥ c ≠ 0 := by
    rw [hNc]
    exact Complex.ofReal_ne_zero.mpr hN.ne'
  exact Complex.conj_eq_iff_re.mp (mul_right_cancel₀ hne h1)
```

On an eigenvector the overlap matrix reduces to a number. Positivity of the form then says that (1 − se) times the squared norm is positive, and so is the first factor.

```lean
/-- On an eigenvector of `H` with eigenvalue `e`, the overlap matrix acts as the
number `1 - s e`. -/
theorem overlap_eigen {s e : ℝ} {H : Matrix n n ℂ} {c : n → ℂ}
    (h : H *ᵥ c = (e : ℂ) • c) :
    overlap s H *ᵥ c = ((1 - s * e : ℝ) : ℂ) • c := by
  rw [overlap_mulVec, h]
  push_cast
  module

/-- If the overlap matrix has a positive form, then `1 - s e > 0` for every real
eigenvalue `e` of `H`. -/
theorem overlap_factor_pos {s e : ℝ} {H : Matrix n n ℂ} (hO : PositiveForm (overlap s H))
    {c : n → ℂ} (hc : c ≠ 0) (h : H *ᵥ c = (e : ℂ) • c) : 0 < 1 - s * e := by
  obtain ⟨hN, hNc⟩ := weight_pos hc
  have h1 := hO c hc
  rw [overlap_eigen h, dotProduct_smul, hNc, smul_eq_mul, ← Complex.ofReal_mul,
    Complex.ofReal_re] at h1
  exact (pos_iff_pos_of_mul_pos h1).mpr hN
```

The direction from H to the problem with overlap is a single cancellation of 1 − se.

```lean
/-- An eigenvector of `H` with real eigenvalue `e`, where `1 - s e > 0`, solves
`H c = E O c` with `E = e / (1 - s e)`. -/
theorem solution_of_eigen {s e : ℝ} {H : Matrix n n ℂ} {c : n → ℂ}
    (hp : 0 < 1 - s * e) (h : H *ᵥ c = (e : ℂ) • c) :
    H *ᵥ c = ((e / (1 - s * e) : ℝ) : ℂ) • (overlap s H *ᵥ c) := by
  rw [overlap_eigen h, h, smul_smul, ← Complex.ofReal_mul, div_mul_cancel₀ _ hp.ne']
```

The equivalence comes next. Its energy `E` is an arbitrary complex number, so the reality of the energies is a conclusion. The sign of `s` is not restricted, and no chiral symmetry is assumed.

In the forward direction, `h1` collects the terms in Hc, `h2` excludes 1 + sE = 0, and `h3` divides by this factor. Hermiticity enters only through `eigenvalue_real`, which supplies the real `e`. The last lines solve e(1 + sE) = E for E.

```lean
/-- For Hermitian `H` and an overlap matrix `O = 1 - s H` with positive form, a nonzero `c`
solves `H c = E O c` exactly when it is an eigenvector of `H` with a real eigenvalue `e`
such that `1 - s e > 0` and `E = e / (1 - s e)`. -/
theorem solution_iff {s : ℝ} {H : Matrix n n ℂ} (hH : H.IsHermitian)
    (hO : PositiveForm (overlap s H)) {c : n → ℂ} (hc : c ≠ 0) (E : ℂ) :
    H *ᵥ c = E • (overlap s H *ᵥ c) ↔
      ∃ e : ℝ, 0 < 1 - s * e ∧ H *ᵥ c = (e : ℂ) • c ∧
        E = ((e / (1 - s * e) : ℝ) : ℂ) := by
  constructor
  · intro h
    -- collect the terms in `H c`
    have h1 : (1 + (s : ℂ) * E) • (H *ᵥ c) = E • c := by
      rw [overlap_mulVec] at h
      linear_combination (norm := module) h
    have h2 : 1 + (s : ℂ) * E ≠ 0 := by
      intro h0
      rw [h0, zero_smul] at h1
      have hE : E = 0 := (smul_eq_zero.mp h1.symm).resolve_right hc
      rw [hE] at h0
      simp at h0
    have h3 : H *ᵥ c = (E / (1 + (s : ℂ) * E)) • c := by
      rw [div_eq_inv_mul, mul_smul, ← h1, smul_smul, inv_mul_cancel₀ h2, one_smul]
    -- the eigenvalue of `H` found in this way is real
    obtain ⟨e, he⟩ : ∃ e : ℝ, (e : ℂ) = E / (1 + (s : ℂ) * E) :=
      ⟨_, eigenvalue_real hH hc h3⟩
    rw [← he] at h3
    have hp := overlap_factor_pos hO hc h3
    refine ⟨e, hp, h3, ?_⟩
    have hne : 1 - (s : ℂ) * (e : ℂ) ≠ 0 := by exact_mod_cast hp.ne'
    have he' := (eq_div_iff h2).mp he
    push_cast
    rw [eq_div_iff hne]
    linear_combination -he'
  · rintro ⟨e, hp, h, rfl⟩
    exact solution_of_eigen hp h
```

For a zero mode the statement needs neither Hermiticity nor positivity, because O acts on it as the identity.

```lean
/-- A zero mode of `H` solves `H c = E O c` for `E = 0` and for no other energy. -/
theorem zero_mode_stays {s : ℝ} {H : Matrix n n ℂ} {c : n → ℂ} (hc : c ≠ 0)
    (h : H *ᵥ c = 0) (E : ℂ) : H *ᵥ c = E • (overlap s H *ᵥ c) ↔ E = 0 := by
  rw [overlap_mulVec, h, smul_zero, sub_zero, eq_comm, smul_eq_zero]
  exact or_iff_left hc
```

The upward shift is proved by multiplying through by the positive factor 1 − se. What remains is e(1 − se) < e, which holds because se² > 0.

```lean
/-- For `s > 0` and an overlap matrix with positive form, every nonzero real eigenvalue `e`
of `H` is moved upwards: `e < e / (1 - s e)`. -/
theorem level_moves_up {s e : ℝ} (hs : 0 < s) {H : Matrix n n ℂ}
    (hO : PositiveForm (overlap s H)) {c : n → ℂ} (hc : c ≠ 0)
    (h : H *ᵥ c = (e : ℂ) • c) (he : e ≠ 0) : e < e / (1 - s * e) := by
  rw [lt_div_iff₀ (overlap_factor_pos hO hc h)]
  have : 0 < s * e ^ 2 := by positivity
  nlinarith
```

The chiral operator `S` is any matrix with `S * S = 1` that anticommutes with `H`. It need not be Hermitian or diagonal. The first half of the proof applies S twice to show that Sc is nonzero, and the second half moves H past S.

```lean
/-- An involution `S` that anticommutes with `H` takes an eigenvector at `e` to a nonzero
eigenvector at `-e`. -/
theorem chiral_partner {e : ℝ} {H S : Matrix n n ℂ} (hS : S * S = 1)
    (hSH : S * H = -(H * S)) {c : n → ℂ} (hc : c ≠ 0) (h : H *ᵥ c = (e : ℂ) • c) :
    S *ᵥ c ≠ 0 ∧ H *ᵥ (S *ᵥ c) = ((-e : ℝ) : ℂ) • (S *ᵥ c) := by
  constructor
  · intro h0
    have h1 : S *ᵥ (S *ᵥ c) = c := by rw [Matrix.mulVec_mulVec, hS, Matrix.one_mulVec]
    rw [h0, Matrix.mulVec_zero] at h1
    exact hc h1.symm
  · have h1 : H * S = -(S * H) := by rw [hSH, neg_neg]
    rw [Matrix.mulVec_mulVec, h1, Matrix.neg_mulVec, ← Matrix.mulVec_mulVec, h,
      Matrix.mulVec_smul]
    push_cast
    module
```

The theorem on pairs has five conclusions: c solves the problem with overlap at e/(1 − se), Sc is nonzero, Sc solves it at −e/(1 + se), the sum has the closed form derived above, and that sum is positive. Hermiticity is not among its hypotheses, since `e` is already given as real.

The proof uses `overlap_factor_pos` twice, once for c and once for its partner. The second use gives 1 − s(−e) > 0, from which `linarith` obtains 1 + se > 0, while `hsign` puts the denominator of the partner's energy in the same form. With both denominators positive, the fractions are combined in `hsum` and the sign can be read off.

```lean
/-- Let an involution `S` anticommute with `H`, let `s > 0` and let `O = 1 - s H` have a
positive form. An eigenvector `c` of `H` at real `e ≠ 0` and its partner `S c` solve the
problem with overlap at `e / (1 - s e)` and `-e / (1 + s e)`, and these energies have the
positive sum `2 s e² / ((1 - s e) (1 + s e))`. -/
theorem chiral_pair_sum {s e : ℝ} (hs : 0 < s) {H S : Matrix n n ℂ} (hS : S * S = 1)
    (hSH : S * H = -(H * S)) (hO : PositiveForm (overlap s H)) {c : n → ℂ} (hc : c ≠ 0)
    (h : H *ᵥ c = (e : ℂ) • c) (he : e ≠ 0) :
    H *ᵥ c = ((e / (1 - s * e) : ℝ) : ℂ) • (overlap s H *ᵥ c) ∧
    S *ᵥ c ≠ 0 ∧
    H *ᵥ (S *ᵥ c) = ((-e / (1 + s * e) : ℝ) : ℂ) • (overlap s H *ᵥ (S *ᵥ c)) ∧
    e / (1 - s * e) + -e / (1 + s * e) = 2 * s * e ^ 2 / ((1 - s * e) * (1 + s * e)) ∧
    0 < e / (1 - s * e) + -e / (1 + s * e) := by
  obtain ⟨hc', h'⟩ := chiral_partner hS hSH hc h
  have hp := overlap_factor_pos hO hc h
  have hq' := overlap_factor_pos hO hc' h'
  have hsol := solution_of_eigen hq' h'
  have hsign : 1 - s * -e = 1 + s * e := by ring
  rw [hsign] at hsol
  have hq : 0 < 1 + s * e := by linarith
  have hsum : e / (1 - s * e) + -e / (1 + s * e)
      = 2 * s * e ^ 2 / ((1 - s * e) * (1 + s * e)) := by
    rw [div_add_div _ _ hp.ne' hq.ne']
    congr 1
    ring
  refine ⟨solution_of_eigen hp h, hc', hsol, hsum, ?_⟩
  rw [hsum]
  positivity
```

A chain of three sites provides a concrete case. Its hopping is +1, so at s = 1/4 neighbouring orbitals have overlap −1/4. Reversing the sign of the middle orbital turns these numbers into −1 and +1/4 without changing the energies.

```lean
/-- The open chain of three sites with unit hopping. -/
def threeSite : Matrix (Fin 3) (Fin 3) ℂ := !![0, 1, 0; 1, 0, 1; 0, 1, 0]

/-- The sublattice sign: `+1` on the outer sites, `-1` on the middle site. -/
def sublattice : Matrix (Fin 3) (Fin 3) ℂ := !![1, 0, 0; 0, -1, 0; 0, 0, 1]
```

The final theorem verifies the assumptions on H, S and O for this chain and exhibits a zero mode, which in normalised form is (1, 0, −1)/√2. The matrix identities are checked entry by entry. For positivity, `key` expands the quadratic form in real and imaginary parts, and `nlinarith` receives the squares for a decomposition that can be written as

⟨x, Ox⟩ = ½|x₀ − x₁/2|² + ½|x₂ − x₁/2|² + ½(|x₀|² + |x₁|² + |x₂|²) + ¼|x₁|².

The third term is positive for x ≠ 0, and the others are nonnegative.

The nonzero eigenvalues of the matrix H of this chain are ±√2, with eigenvectors (1, ±√2, 1)/2 of unit Euclidean norm (in the basis with overlap, the squared norm of the state is ⟨c, Oc⟩ = 1 − se instead). Inserting them in the formula gives the energies (4 + 8√2)/7 and (4 − 8√2)/7, whose sum is 8/7.

```lean
/-- The three-site chain is Hermitian and anticommutes with the sublattice involution, its
overlap matrix at `s = 1/4` has a positive form, and `(1, 0, -1)` is a zero mode. -/
theorem threeSite_witness :
    threeSite.IsHermitian ∧ sublattice * sublattice = 1 ∧
    sublattice * threeSite = -(threeSite * sublattice) ∧
    PositiveForm (overlap (1 / 4) threeSite) ∧ threeSite *ᵥ ![1, 0, -1] = 0 := by
  refine ⟨Matrix.IsHermitian.ext fun i j => ?_, ?_, ?_, ?_, ?_⟩
  · fin_cases i <;> fin_cases j <;> simp [threeSite]
  · ext i j
    fin_cases i <;> fin_cases j <;> simp [sublattice, Matrix.mul_apply, Fin.sum_univ_three]
  · ext i j
    fin_cases i <;> fin_cases j <;>
      simp [sublattice, threeSite, Matrix.mul_apply, Fin.sum_univ_three]
  · intro x hx
    have hpos := (weight_pos hx).1
    simp only [Fin.sum_univ_three, Complex.normSq_apply] at hpos
    -- the quadratic form in real and imaginary parts
    have key : ∀ s : ℝ, (star x ⬝ᵥ (overlap s threeSite *ᵥ x)).re =
        ((x 0).re * (x 0).re + (x 0).im * (x 0).im + ((x 1).re * (x 1).re
          + (x 1).im * (x 1).im) + ((x 2).re * (x 2).re + (x 2).im * (x 2).im))
        - 2 * s * ((x 0).re * (x 1).re + (x 0).im * (x 1).im
          + (x 1).re * (x 2).re + (x 1).im * (x 2).im) := by
      intro s
      rw [overlap_mulVec]
      simp [threeSite, dotProduct, Fin.sum_univ_three]
      ring
    rw [key]
    nlinarith [sq_nonneg ((x 0).re - (x 1).re / 2), sq_nonneg ((x 2).re - (x 1).re / 2),
      sq_nonneg ((x 0).im - (x 1).im / 2), sq_nonneg ((x 2).im - (x 1).im / 2),
      sq_nonneg (x 1).re, sq_nonneg (x 1).im]
  · ext i
    fin_cases i <;> simp [threeSite, Matrix.mulVec, dotProduct, Fin.sum_univ_three]

end

end ChiralOverlap
```

```lean
#print axioms ChiralOverlap.solution_iff
#print axioms ChiralOverlap.zero_mode_stays
#print axioms ChiralOverlap.level_moves_up
#print axioms ChiralOverlap.chiral_pair_sum
```

```
'ChiralOverlap.solution_iff' depends on axioms: [propext, Classical.choice, Quot.sound]
'ChiralOverlap.zero_mode_stays' depends on axioms: [propext, Classical.choice, Quot.sound]
'ChiralOverlap.level_moves_up' depends on axioms: [propext, Classical.choice, Quot.sound]
'ChiralOverlap.chiral_pair_sum' depends on axioms: [propext, Classical.choice, Quot.sound]
```
